# The pair terms of a Majorana field's Virasoro modes give central charge one half

To find the central charge of a free Majorana field from the vacuum expectation of $L_mL_{-m}$, we take the field's modes to be elements of an arbitrary algebra $A$ over the rationals and the vacuum to be a linear functional on $A$. No Hilbert space, inner product or positivity is assumed. The field is massless, lives in two spacetime dimensions and is taken in one chirality. Here $L_m$ is a Virasoro mode of its stress tensor, and $m$ is a natural number.

The field has half-integer modes $\psi_r$ with $\psi_r\psi_s+\psi_s\psi_r=\delta_{r+s,0}$. We write $d_k=\psi_{k+1/2}$ for the annihilators and $e_k=\psi_{-k-1/2}$ for the creators, so the label $k=0,1,2,\dots$ stands for the energy $k+\tfrac12$.

```lean
import Mathlib

open Finset

namespace MajoranaCentralCharge

variable {A : Type*} [Ring A] [Algebra ℚ A] {m : ℕ} {d e : ℕ → A}
```

## Modes and pair terms

The calculation needs only the relations between annihilators and creators,
$$d_je_k+e_kd_j=\delta_{jk},\qquad j,k<m.$$
In Lean, `d` and `e` are sequences in `A`, and only their first $m$ entries are constrained.

```lean
/-- The mixed anticommutation relations `d_j e_k + e_k d_j = δ_jk` between the annihilators `d`
and the creators `e` of the first `m` modes. -/
def MixedCAR (m : ℕ) (d e : ℕ → A) : Prop :=
  ∀ j < m, ∀ k < m, d j * e k + e k * d j = if j = k then 1 else 0
```

The part of $L_m$ that annihilates two fermions is
$$Q=\tfrac12\sum_{k<m}(k+\tfrac12)\,d_{m-1-k}d_k .$$
The two energies add up to $m$. Many texts have the weight $k+1$ in place of $k+\tfrac12$; the two sums agree when the $d$'s anticommute among themselves. The theorems use the weight as written and don't need that relation.

```lean
/-- The pair-annihilating part of the Virasoro mode `L_m` of a Majorana field, where `d k`
annihilates the mode of energy `k + 1/2`. -/
def pairAnnihilator (m : ℕ) (d : ℕ → A) : A :=
  (1 / 2 : ℚ) • ∑ k ∈ range m, ((k : ℚ) + 1 / 2) • (d (m - 1 - k) * d k)
```

The part of $L_{-m}$ that creates two fermions is
$$P=\tfrac12\sum_{k<m}(k+\tfrac12)\,e_ke_{m-1-k}.$$

```lean
/-- The pair-creating part of the Virasoro mode `L_(-m)` of a Majorana field, where `e k`
creates the mode of energy `k + 1/2`. -/
def pairCreator (m : ℕ) (e : ℕ → A) : A :=
  (1 / 2 : ℚ) • ∑ k ∈ range m, ((k : ℚ) + 1 / 2) • (e k * e (m - 1 - k))
```

Modes $k$ and $m-1-k$ are partners. The partner's label is a subtraction of natural numbers, which agrees with the rational one because $k<m$.

```lean
/-- The label of the partner of mode `k < m`, as a rational number. -/
lemma cast_reflect {m k : ℕ} (hk : k < m) : ((m - 1 - k : ℕ) : ℚ) = m - 1 - k := by
  rw [Nat.sub_sub, Nat.cast_sub (by omega)]
  push_cast
  ring
```

## Commuting the pair terms past a creator

Adding and subtracting $d_ae_jd_b$ gives
$$d_ad_be_j-e_jd_ad_b=d_a(d_be_j+e_jd_b)-(d_ae_j+e_jd_a)d_b=\delta_{bj}d_a-\delta_{aj}d_b .$$
`noncomm_ring` checks the first equality without reordering factors; the second inserts the relations.

```lean
omit [Algebra ℚ A] in
/-- Under the mixed anticommutation relations and for labels `a, b, j < m`, the commutator of
`d_a d_b` with `e_j` is `δ_bj d_a - δ_aj d_b`. -/
theorem pair_commutator (h : MixedCAR m d e) {a b j : ℕ} (ha : a < m) (hb : b < m) (hj : j < m) :
    d a * d b * e j - e j * (d a * d b)
      = (if b = j then d a else 0) - (if a = j then d b else 0) := by
  calc d a * d b * e j - e j * (d a * d b)
      = d a * (d b * e j + e j * d b) - (d a * e j + e j * d a) * d b := by noncomm_ring
    _ = _ := by
      rw [h b hb j hj, h a ha j hj]
      split_ifs <;> simp
```

In the sum over pairs, only $k=j$ and $k=m-1-j$ survive:
$$[Q,e_j]=\tfrac12\left[(j+\tfrac12)-(m-1-j+\tfrac12)\right]d_{m-1-j}=\left(j+\tfrac12-\tfrac m2\right)d_{m-1-j}.$$
This is the transformation law of a field of conformal weight $\tfrac12$, restricted to these modes. In the proof, `term` writes each summand with two conditions on $k$, and `Finset.sum_ite_eq'` picks out the two survivors.

```lean
/-- Under the mixed anticommutation relations, commuting the pair-annihilating part of `L_m` with
the creator of mode `j < m` gives `j + 1/2 - m/2` times the annihilator of mode `m - 1 - j`. -/
theorem pairAnnihilator_commutator (h : MixedCAR m d e) {j : ℕ} (hj : j < m) :
    pairAnnihilator m d * e j - e j * pairAnnihilator m d
      = ((j : ℚ) + 1 / 2 - m / 2) • d (m - 1 - j) := by
  have key : pairAnnihilator m d * e j - e j * pairAnnihilator m d
      = (1 / 2 : ℚ) • ∑ k ∈ range m, ((k : ℚ) + 1 / 2) •
        (d (m - 1 - k) * d k * e j - e j * (d (m - 1 - k) * d k)) := by
    simp only [pairAnnihilator, smul_mul_assoc, mul_smul_comm, Finset.sum_mul, Finset.mul_sum,
      smul_sub, Finset.sum_sub_distrib]
  -- only k = j and k = m - 1 - j contribute
  have term : ∀ k ∈ range m, ((k : ℚ) + 1 / 2) •
        (d (m - 1 - k) * d k * e j - e j * (d (m - 1 - k) * d k))
      = (if k = j then ((k : ℚ) + 1 / 2) • d (m - 1 - k) else 0)
        - (if k = m - 1 - j then ((k : ℚ) + 1 / 2) • d k else 0) := by
    intro k hk
    have hk' := mem_range.mp hk
    rw [pair_commutator h (by omega) hk' hj]
    have hiff : (m - 1 - k = j) ↔ (k = m - 1 - j) := by omega
    simp only [hiff, smul_sub, smul_ite, smul_zero]
  rw [key, Finset.sum_congr rfl term, Finset.sum_sub_distrib, Finset.sum_ite_eq',
    Finset.sum_ite_eq', if_pos (mem_range.mpr hj),
    if_pos (mem_range.mpr (show m - 1 - j < m by omega)), cast_reflect hj]
  module
```

## The cubic and the number operators

Put $\lambda_k=k+\tfrac12-\tfrac m2$. The constant will come from
$$\sum_{k<m}(k+\tfrac12)\lambda_k=\frac{m(4m^2-1)}{12}-\frac m2\cdot\frac{m^2}{2}=\frac{m^3-m}{12}.$$
Since $m$ is both the upper limit and part of the summand, the induction is done with a free number $x$ in place of $m/2$.

```lean
/-- The sum over half-integer mode energies that produces the cubic central term. -/
theorem central_sum (m : ℕ) :
    ∑ k ∈ range m, ((k : ℚ) + 1 / 2) * ((k : ℚ) + 1 / 2 - m / 2) = ((m : ℚ) ^ 3 - m) / 12 := by
  have gen : ∀ (x : ℚ) (n : ℕ), ∑ k ∈ range n, ((k : ℚ) + 1 / 2) * ((k : ℚ) + 1 / 2 - x)
      = n * (4 * (n : ℚ) ^ 2 - 1) / 12 - x * (n : ℚ) ^ 2 / 2 := by
    intro x n
    induction n with
    | zero => simp
    | succ n ih =>
      rw [Finset.sum_range_succ, ih]
      push_cast
      ring
  rw [gen]
  ring
```

Now commute $Q$ past both creators in $P$. With $k'=m-1-k$ we have $\lambda_{k'}=-\lambda_k$, so
$$[Q,e_ke_{k'}]=\lambda_kd_{k'}e_{k'}-\lambda_ke_kd_k=\lambda_k\left(1-e_{k'}d_{k'}-e_kd_k\right).$$
Multiply by $\tfrac12(k+\tfrac12)$ and sum. The constants give half of the cubic above. Relabelling $k\to k'$ in the first number-operator term gives $e_kd_k$ the total coefficient
$$-\tfrac12\left[(k+\tfrac12)\lambda_k+(k'+\tfrac12)\lambda_{k'}\right]=-\tfrac12\lambda_k\left[(k+\tfrac12)-(k'+\tfrac12)\right]=-\lambda_k^2 .$$
Hence
$$QP-PQ=\frac{m^3-m}{24}-\sum_{k<m}\left(k+\tfrac12-\tfrac m2\right)^2e_kd_k .$$
In the proof, `c k` is the coefficient $(k+\tfrac12)\lambda_k$, not the central charge. The step `term` does the normal ordering, `hrefl` the relabelling and `hsq` the completion to squares.

```lean
/-- Under the mixed anticommutation relations, the commutator of the pair-annihilating and
pair-creating parts is the constant `(m³ - m)/24` minus a weighted sum of the number
operators `e_k d_k`. -/
theorem virasoro_pair_commutator (h : MixedCAR m d e) :
    pairAnnihilator m d * pairCreator m e - pairCreator m e * pairAnnihilator m d
      = (((m : ℚ) ^ 3 - m) / 24) • (1 : A)
        - ∑ k ∈ range m, ((k : ℚ) + 1 / 2 - m / 2) ^ 2 • (e k * d k) := by
  have hQ : ∀ j < m, pairAnnihilator m d * e j - e j * pairAnnihilator m d
      = ((j : ℚ) + 1 / 2 - m / 2) • d (m - 1 - j) := fun j hj => pairAnnihilator_commutator h hj
  generalize pairAnnihilator m d = Q at hQ ⊢
  obtain ⟨c, hc⟩ : ∃ c : ℕ → ℚ, ∀ k, c k = ((k : ℚ) + 1 / 2) * ((k : ℚ) + 1 / 2 - m / 2) :=
    ⟨_, fun _ => rfl⟩
  have key : Q * pairCreator m e - pairCreator m e * Q = (1 / 2 : ℚ) • ∑ k ∈ range m,
      ((k : ℚ) + 1 / 2) • (Q * (e k * e (m - 1 - k)) - e k * e (m - 1 - k) * Q) := by
    simp only [pairCreator, smul_mul_assoc, mul_smul_comm, Finset.sum_mul, Finset.mul_sum,
      smul_sub, Finset.sum_sub_distrib]
  -- commute past both creators, then normal order
  have term : ∀ k ∈ range m,
      ((k : ℚ) + 1 / 2) • (Q * (e k * e (m - 1 - k)) - e k * e (m - 1 - k) * Q)
      = c k • (1 : A) - c k • (e (m - 1 - k) * d (m - 1 - k)) - c k • (e k * d k) := by
    intro k hk
    have hk' := mem_range.mp hk
    have hr : m - 1 - k < m := by omega
    have h2 := hQ _ hr
    rw [show m - 1 - (m - 1 - k) = k by omega, cast_reflect hk'] at h2
    have h3 := h _ hr _ hr
    rw [if_pos rfl] at h3
    have split : Q * (e k * e (m - 1 - k)) - e k * e (m - 1 - k) * Q
        = (Q * e k - e k * Q) * e (m - 1 - k)
          + e k * (Q * e (m - 1 - k) - e (m - 1 - k) * Q) := by noncomm_ring
    rw [split, hQ k hk', h2, smul_mul_assoc, mul_smul_comm, eq_sub_of_add_eq h3, hc]
    module
  have hone : ∑ k ∈ range m, c k • (1 : A) = (((m : ℚ) ^ 3 - m) / 12) • (1 : A) := by
    rw [← Finset.sum_smul]
    simp only [hc, central_sum]
  -- reflect k to m - 1 - k in the first number-operator sum
  have hrefl : ∑ k ∈ range m, c k • (e (m - 1 - k) * d (m - 1 - k))
      = ∑ k ∈ range m, c (m - 1 - k) • (e k * d k) := by
    refine Eq.trans (Finset.sum_congr rfl ?_)
      (Finset.sum_range_reflect (fun k : ℕ => c (m - 1 - k) • (e k * d k)) m)
    intro k hk
    have hk' := mem_range.mp hk
    rw [show m - 1 - (m - 1 - k) = k by omega]
  have hsq : ∑ k ∈ range m, c (m - 1 - k) • (e k * d k) + ∑ k ∈ range m, c k • (e k * d k)
      = (2 : ℚ) • ∑ k ∈ range m, ((k : ℚ) + 1 / 2 - m / 2) ^ 2 • (e k * d k) := by
    rw [← Finset.sum_add_distrib, Finset.smul_sum]
    refine Finset.sum_congr rfl fun k hk => ?_
    rw [hc (m - 1 - k), hc k, cast_reflect (mem_range.mp hk)]
    module
  rw [key, Finset.sum_congr rfl term, Finset.sum_sub_distrib, Finset.sum_sub_distrib, hone, hrefl]
  linear_combination (norm := module) (-(1 / 2) : ℚ) • hsq
```

## The vacuum expectation

Let $\omega$ be a rational-valued linear functional with $\omega(1)=1$ and $\omega(xd_k)=0$ for every $x$ in $A$ and $k<m$. The second condition expresses $d_k|0\rangle=0$. For the usual complex Fock space, take $A$ to be the algebra that the modes generate over the rationals; the vacuum expectation is rational there, because normal ordering a product of modes produces only integer coefficients. Each term of $PQ$ and each number operator ends in an annihilator, so both expectations vanish and
$$\omega(QP)=\frac{m^3-m}{24}.$$

```lean
/-- For modes obeying the mixed anticommutation relations and a normalised linear functional
that vanishes on every product ending in an annihilator, the vacuum expectation of the
pair-annihilating times the pair-creating part is `(m³ - m)/24`. -/
theorem vacuum_expectation (h : MixedCAR m d e) (ω : A →ₗ[ℚ] ℚ)
    (hone : ω 1 = 1) (hvac : ∀ x, ∀ k < m, ω (x * d k) = 0) :
    ω (pairAnnihilator m d * pairCreator m e) = ((m : ℚ) ^ 3 - m) / 24 := by
  have hz : ω (pairCreator m e * pairAnnihilator m d) = 0 := by
    simp only [pairAnnihilator, mul_smul_comm, Finset.mul_sum, map_smul, map_sum]
    rw [Finset.sum_eq_zero, smul_zero]
    intro k hk
    rw [← mul_assoc, hvac _ k (mem_range.mp hk), smul_zero]
  have hN : ω (∑ k ∈ range m, ((k : ℚ) + 1 / 2 - m / 2) ^ 2 • (e k * d k)) = 0 := by
    rw [map_sum]
    refine Finset.sum_eq_zero fun k hk => ?_
    rw [map_smul, hvac _ k (mem_range.mp hk), smul_zero]
  have hc := congrArg ω (virasoro_pair_commutator h)
  rw [map_sub, map_sub, hz, hN, map_smul, hone, smul_eq_mul] at hc
  linarith
```

The Virasoro algebra, with $L_0|0\rangle=0$ and $L_m|0\rangle=0$, requires $\langle L_mL_{-m}\rangle=\tfrac{c}{12}(m^3-m)$, where $c$ is the central charge. For $m\ge2$ the cubic is nonzero and can be cancelled, which leaves $c=\tfrac12$. For $m=0$ and $m=1$ both sides vanish and $c$ is undetermined.

The step from this algebra to the field is the replacement of $\langle L_mL_{-m}\rangle$ by $\omega(QP)$. The remaining terms of $L_{-m}$ have an annihilator on the right and vanish on $|0\rangle$; those of $L_m$ have a creator on the left and vanish against $\langle0|$.

```lean
/-- For `m ≥ 2`, modes obeying the mixed anticommutation relations and a normalised linear
functional that vanishes on every product ending in one of the first `m` annihilators, the
expectation of the pair-annihilating times the pair-creating part has the Virasoro form
`c (m³ - m)/12` exactly when `c` is one half. -/
theorem central_charge_eq_half (hm : 2 ≤ m) (h : MixedCAR m d e) (ω : A →ₗ[ℚ] ℚ)
    (hone : ω 1 = 1) (hvac : ∀ x, ∀ k < m, ω (x * d k) = 0) (c : ℚ) :
    ω (pairAnnihilator m d * pairCreator m e) = c / 12 * ((m : ℚ) ^ 3 - m) ↔ c = 1 / 2 := by
  rw [vacuum_expectation h ω hone hvac]
  have hm' : (2 : ℚ) ≤ m := by exact_mod_cast hm
  have hpos : 0 < (m : ℚ) * (m - 1) * (m + 1) :=
    mul_pos (mul_pos (by linarith) (by linarith)) (by linarith)
  constructor
  · intro hc
    apply mul_right_cancel₀ hpos.ne'
    linear_combination (-12) * hc
  · intro hc
    rw [hc]
    ring
```

The value $\tfrac12$ is the one expected for the critical transverse-field Ising chain, where simulations estimate $c$ from the growth of a block's entanglement entropy with its length; the calculation here concerns only the free continuum field with half-integer modes.

The same argument extends to $n$ Majorana fields whose modes anticommute between different fields. The pair terms of one field then commute with the creators of another, the constants add, and $c=n/2$. Two such fields form one chirality of a Dirac fermion, with $c=1$.

## Two modes as matrices

For $m=2$ the modes can be written as $4\times4$ matrices on the Fock space with basis $|0\rangle,\ e_0|0\rangle,\ e_1|0\rangle,\ e_0e_1|0\rangle$. The entry $-1$ makes the two annihilators anticommute.

```lean
/-- Annihilators of two fermionic modes as matrices on the four-dimensional Fock space; every
index other than 0 gives the second mode. -/
def fockD (k : ℕ) : Matrix (Fin 4) (Fin 4) ℚ :=
  if k = 0 then !![0, 1, 0, 0; 0, 0, 0, 0; 0, 0, 0, 1; 0, 0, 0, 0]
  else !![0, 0, 1, 0; 0, 0, 0, -1; 0, 0, 0, 0; 0, 0, 0, 0]
```

The creators are the transposes.

```lean
/-- The creators, transposes of the annihilators `fockD`. -/
def fockE (k : ℕ) : Matrix (Fin 4) (Fin 4) ℚ := (fockD k).transpose
```

The vacuum expectation is the upper left matrix entry.

```lean
/-- The expectation value in the first basis vector of the four-dimensional Fock space. -/
def fockVacuum : Matrix (Fin 4) (Fin 4) ℚ →ₗ[ℚ] ℚ where
  toFun X := X 0 0
  map_add' _ _ := rfl
  map_smul' _ _ := rfl
```

These matrices satisfy every assumption made above, as well as the anticommutation relations among the $d$'s and among the $e$'s. Here $Q=\tfrac12d_0d_1$ and $P=\tfrac12e_1e_0$, so $\omega(QP)=\tfrac14$, in agreement with $(2^3-2)/24$. The proof compares matrix entries and obtains the creators' relations by transposition.

```lean
/-- The two-mode Fock matrices and their vacuum expectation satisfy the mixed relations and the
vacuum conditions, and the annihilators, like the creators, anticommute among themselves. -/
theorem fock_witness :
    MixedCAR 2 fockD fockE ∧
    (∀ j < 2, ∀ k < 2, fockD j * fockD k + fockD k * fockD j = 0) ∧
    (∀ j < 2, ∀ k < 2, fockE j * fockE k + fockE k * fockE j = 0) ∧
    fockVacuum 1 = 1 ∧ ∀ x, ∀ k < 2, fockVacuum (x * fockD k) = 0 := by
  have hdd : ∀ j < 2, ∀ k < 2, fockD j * fockD k + fockD k * fockD j = 0 := by
    intro j hj k hk
    interval_cases j <;> interval_cases k <;> ext a b <;> fin_cases a <;> fin_cases b <;>
      simp [fockD]
  refine ⟨?_, hdd, ?_, ?_, ?_⟩
  · intro j hj k hk
    ext a b
    simp only [fockE, Matrix.add_apply, Matrix.mul_apply, Matrix.transpose_apply,
      Fin.sum_univ_four]
    interval_cases j <;> interval_cases k <;> fin_cases a <;> fin_cases b <;> simp [fockD]
  · -- transpose the relation between the annihilators
    intro j hj k hk
    have ht := congrArg Matrix.transpose (hdd k hk j hj)
    simpa only [fockE, Matrix.transpose_add, Matrix.transpose_mul, Matrix.transpose_zero] using ht
  · change (1 : Matrix (Fin 4) (Fin 4) ℚ) 0 0 = 1
    simp
  · intro x k hk
    change (x * fockD k) 0 0 = 0
    interval_cases k <;> simp [fockD, Matrix.mul_apply, Fin.sum_univ_four]

end MajoranaCentralCharge
```

```lean
#print axioms MajoranaCentralCharge.central_charge_eq_half
```

```
'MajoranaCentralCharge.central_charge_eq_half' depends on axioms: [propext, Classical.choice, Quot.sound]
```
